# Point charges at N distinct sites on a line are all zero if their potential vanishes at N points of the line beyond them

Put two charges $q_0$ and $q_1$ at points $y_0 < y_1$ of a line. Set the Coulomb constant to one and let the potential be zero at infinity. At a point $x > y_1$ of the same line it is then

$$\frac{q_0}{x-y_0}+\frac{q_1}{x-y_1}=\frac{(q_0+q_1)\,x-(q_0y_1+q_1y_0)}{(x-y_0)(x-y_1)}.$$

The numerator is linear in $x$. If the potential vanishes at two such points, both coefficients must be zero, so $q_1=-q_0$ and then $q_0(y_1-y_0)=0$. Both charges are zero.

I believe the same happens for $N$ charges: if they sit at distinct points no further out than $R$, and their potential vanishes at $N$ distinct points beyond $R$, there were no charges to begin with. A finite set of point charges on a line could then never be perfectly invisible from further along that line. Can this be made rigorous and checked by machine, with the true Coulomb distance $|x-y_i|$ in the potential?

## A numerator with too many zeros

Yes, and the two-charge argument carries over. Number the charges $i=0,\dots,N-1$ and write

$$V(x)=\sum_i \frac{q_i}{|x-y_i|}.$$

For $x>R$ every $x-y_i$ is positive, so the absolute values can be removed. Bringing the terms over a common denominator leads to the polynomial

$$P(X)=\sum_i q_i\prod_{j\ne i}(X-y_j),\qquad P(x)=V(x)\prod_j(x-y_j)\quad (x>R).$$

Each product in $P$ has $N-1$ linear factors, so for $N\ge 1$ the degree of $P$ is at most $N-1$. Every exterior zero of $V$ is a zero of $P$. With $N$ distinct zeros, $P$ is the zero polynomial.

Now evaluate $P$ at a site $y_i$. For $k\neq i$, the term with $q_k$ contains the factor $y_i-y_i=0$. Only one term survives:

$$0=P(y_i)=q_i\prod_{j\ne i}(y_i-y_j).$$

The sites are distinct, so the product is non-zero and $q_i=0$.

Three consequences follow.

- **Number of zeros.** If the charges are not all zero, $V$ has fewer than $N$ zeros beyond $R$, since $N$ of them would force all charges to vanish.
- **Prescribed values.** For $N$ distinct sites $y_i\le R$ and $N$ distinct probes $x_j>R$, the map from charges to potentials is the square matrix with entries $1/|x_j-y_i|$. Its kernel is trivial, so it is invertible, and any $N$ values at the probes come from exactly one set of charges.
- **Fewer probes.** With $M<N$ probes the matrix has more columns than rows. Its kernel is non-trivial, so some non-zero set of charges gives zero at every probe.

For a single charge the result says only that $q_0/(x-y_0)=0$ gives $q_0=0$. For two charges with $q_0+q_1\neq0$, the numerator has its one zero at

$$x^*=\frac{q_0y_1+q_1y_0}{q_0+q_1}.$$

If $q_0\ne0$ is held fixed and the total charge tends to zero, the top of this fraction tends to $q_0(y_1-y_0)\neq 0$, so $x^*$ runs off to infinity. A neutral pair of non-zero charges has no exterior zero at all.

Here is the complete Lean file.

```lean
import Mathlib

open Polynomial

namespace ExteriorPotential

noncomputable section

/-- The Coulomb potential at the point `x` of a line, produced by charges `q i` at the
points `y i` of the same line. -/
def potential {N : ℕ} (q y : Fin N → ℝ) (x : ℝ) : ℝ :=
  ∑ i, q i / |x - y i|

/-- The polynomial obtained by bringing the terms `q i / (x - y i)` over a common
denominator and keeping the numerator. -/
def numerator {N : ℕ} (q y : Fin N → ℝ) : ℝ[X] :=
  ∑ i, C (q i) * ∏ j ∈ Finset.univ.erase i, (X - C (y j))

/-- To the right of all charges, the numerator polynomial is the potential times the
product of the distances to the charges. -/
theorem numerator_eval_exterior {N : ℕ} (q y : Fin N → ℝ) {x : ℝ} (hx : ∀ i, y i < x) :
    (numerator q y).eval x = potential q y x * ∏ j, (x - y j) := by
  simp only [numerator, potential, Polynomial.eval_finsetSum, eval_mul, eval_C, eval_prod, eval_sub,
    eval_X, Finset.sum_mul]
  apply Finset.sum_congr rfl
  intro i _
  have hne : x - y i ≠ 0 := (sub_pos.2 (hx i)).ne'
  -- split off the factor that cancels the denominator
  have h : (x - y i) * ∏ j ∈ Finset.univ.erase i, (x - y j) = ∏ j, (x - y j) :=
    Finset.mul_prod_erase _ (fun j => x - y j) (Finset.mem_univ i)
  rw [abs_of_pos (sub_pos.2 (hx i)), ← h]
  field_simp

/-- At the site of a charge, the numerator polynomial is that charge times the product of the
differences `y i - y j` over all other sites `y j`. -/
theorem numerator_eval_source {N : ℕ} (q y : Fin N → ℝ) (i : Fin N) :
    (numerator q y).eval (y i) = q i * ∏ j ∈ Finset.univ.erase i, (y i - y j) := by
  simp only [numerator, Polynomial.eval_finsetSum, eval_mul, eval_C, eval_prod, eval_sub, eval_X]
  apply Finset.sum_eq_single i
  · intro k _ hk
    exact mul_eq_zero_of_right _
      (Finset.prod_eq_zero (Finset.mem_erase.2 ⟨hk.symm, Finset.mem_univ i⟩) (sub_self _))
  · intro h
    exact absurd (Finset.mem_univ i) h

/-- For `N ≥ 1` charges the numerator polynomial has degree below `N`. -/
theorem numerator_natDegree_lt {N : ℕ} (q y : Fin N → ℝ) (hN : 0 < N) :
    (numerator q y).natDegree < N := by
  have h : (numerator q y).natDegree ≤ N - 1 := by
    unfold numerator
    apply natDegree_sum_le_of_forall_le
    intro i _
    refine (natDegree_C_mul_le _ _).trans ((natDegree_prod_le _ _).trans ?_)
    simp [Finset.card_erase_of_mem]
  omega

/-- If the potential of `N` charges at distinct points `y i ≤ R` vanishes at `N` distinct
points `x j > R`, then every charge is zero. -/
theorem charges_eq_zero {N : ℕ} {R : ℝ} {q y x : Fin N → ℝ}
    (hy : Function.Injective y) (hyR : ∀ i, y i ≤ R)
    (hx : Function.Injective x) (hxR : ∀ j, R < x j)
    (hV : ∀ j, potential q y (x j) = 0) : ∀ i, q i = 0 := by
  intro i
  -- a polynomial of degree below N with N distinct zeros vanishes identically
  have hp : numerator q y = 0 := by
    apply eq_zero_of_natDegree_lt_card_of_eval_eq_zero _ hx
    · intro j
      rw [numerator_eval_exterior q y (fun k => (hyR k).trans_lt (hxR j)), hV, zero_mul]
    · simpa using numerator_natDegree_lt q y (Nat.zero_lt_of_lt i.isLt)
  -- its value at the site of charge i isolates that charge
  have h := numerator_eval_source q y i
  rw [hp, eval_zero] at h
  refine (mul_eq_zero.1 h.symm).resolve_right (Finset.prod_ne_zero_iff.2 ?_)
  intro j hj
  exact sub_ne_zero.2 fun e => (Finset.mem_erase.1 hj).1 (hy e).symm

/-- If `N` charges at distinct points `y i ≤ R` are not all zero, their potential vanishes
at fewer than `N` points of the axis beyond `R`. -/
theorem card_exterior_zeros_lt {N : ℕ} {R : ℝ} {q y : Fin N → ℝ}
    (hy : Function.Injective y) (hyR : ∀ i, y i ≤ R) (hq : q ≠ 0)
    (s : Finset ℝ) (hs : ∀ x ∈ s, R < x ∧ potential q y x = 0) : s.card < N := by
  by_contra hcard
  obtain ⟨t, hts, ht⟩ := Finset.exists_subset_card_eq (not_lt.1 hcard)
  -- list N of the zeros and use them as probes
  have hmem : ∀ j, t.orderEmbOfFin ht j ∈ s := fun j => hts (t.orderEmbOfFin_mem ht j)
  apply hq
  funext i
  exact charges_eq_zero hy hyR (t.orderEmbOfFin ht).injective
    (fun j => (hs _ (hmem j)).1) (fun j => (hs _ (hmem j)).2) i

/-- The linear map that takes the charges on the sites `y` to their potentials at the
probes `x`. -/
def sampling {N M : ℕ} (y : Fin N → ℝ) (x : Fin M → ℝ) :
    (Fin N → ℝ) →ₗ[ℝ] (Fin M → ℝ) where
  toFun q := fun j => potential q y (x j)
  map_add' p q := by
    ext j
    simp [potential, add_div, Finset.sum_add_distrib]
  map_smul' c q := by
    ext j
    simp [potential, mul_div_assoc, Finset.mul_sum]

/-- Any `N` prescribed potential values at distinct points beyond `R` are produced by
exactly one choice of charges on `N` given distinct sites `y i ≤ R`. -/
theorem existsUnique_charges {N : ℕ} {R : ℝ} {y x : Fin N → ℝ}
    (hy : Function.Injective y) (hyR : ∀ i, y i ≤ R)
    (hx : Function.Injective x) (hxR : ∀ j, R < x j) (v : Fin N → ℝ) :
    ∃! q : Fin N → ℝ, ∀ j, potential q y (x j) = v j := by
  have hinj : Function.Injective (sampling y x) := by
    rw [← LinearMap.ker_eq_bot, LinearMap.ker_eq_bot']
    intro q hq
    funext i
    exact charges_eq_zero hy hyR hx hxR (fun j => congrFun hq j) i
  -- in equal finite dimensions, uniqueness gives existence
  obtain ⟨q, hq⟩ := LinearMap.injective_iff_surjective.1 hinj v
  refine ⟨q, fun j => congrFun hq j, fun p hp => hinj ?_⟩
  rw [hq]
  funext j
  exact hp j

/-- With fewer probes than sites, some charges that are not all zero give zero potential
at every probe. -/
theorem exists_invisible_of_fewer_probes {N M : ℕ} (hMN : M < N)
    (y : Fin N → ℝ) (x : Fin M → ℝ) :
    ∃ q : Fin N → ℝ, q ≠ 0 ∧ ∀ j, potential q y (x j) = 0 := by
  by_contra h
  have hinj : Function.Injective (sampling y x) := by
    rw [← LinearMap.ker_eq_bot, LinearMap.ker_eq_bot']
    intro q hq
    by_contra hne
    exact h ⟨q, hne, fun j => congrFun hq j⟩
  have hdim := LinearMap.finrank_le_finrank_of_injective hinj
  simp only [Module.finrank_fin_fun] at hdim
  omega

/-- The charges `1` and `-2` at the points `0` and `2` give zero potential at the two
points `2/3` and `-2`. -/
theorem two_zeros_not_exterior :
    potential ![1, -2] ![0, 2] (2 / 3) = 0 ∧ potential ![1, -2] ![0, 2] (-2) = 0 := by
  have h1 : |(2 / 3 : ℝ) - 0| = 2 / 3 := by rw [abs_of_pos] <;> norm_num
  have h2 : |(2 / 3 : ℝ) - 2| = 4 / 3 := by rw [abs_of_neg] <;> norm_num
  have h3 : |(-2 : ℝ) - 0| = 2 := by rw [abs_of_neg] <;> norm_num
  have h4 : |(-2 : ℝ) - 2| = 4 := by rw [abs_of_neg] <;> norm_num
  constructor
  · rw [potential, Fin.sum_univ_two]
    change (1 : ℝ) / |(2 / 3 : ℝ) - 0| + (-2) / |(2 / 3 : ℝ) - 2| = 0
    rw [h1, h2]
    norm_num
  · rw [potential, Fin.sum_univ_two]
    change (1 : ℝ) / |(-2 : ℝ) - 0| + (-2) / |(-2 : ℝ) - 2| = 0
    rw [h3, h4]
    norm_num

end

end ExteriorPotential
```

```lean
#print axioms ExteriorPotential.card_exterior_zeros_lt
#print axioms ExteriorPotential.existsUnique_charges
#print axioms ExteriorPotential.exists_invisible_of_fewer_probes
#print axioms ExteriorPotential.two_zeros_not_exterior
```

```
'ExteriorPotential.card_exterior_zeros_lt' depends on axioms: [propext, Classical.choice, Quot.sound]
'ExteriorPotential.existsUnique_charges' depends on axioms: [propext, Classical.choice, Quot.sound]
'ExteriorPotential.exists_invisible_of_fewer_probes' depends on axioms: [propext, Classical.choice, Quot.sound]
'ExteriorPotential.two_zeros_not_exterior' depends on axioms: [propext, Classical.choice, Quot.sound]
```

## What the statements say about charges and probes

The charges `q` and sites `y` are functions `Fin N → ℝ`, that is, real families indexed by $0,\dots,N-1$. `potential q y x` is $V(x)$ with the true distance, the Coulomb constant set to one, and no added constant, so the potential tends to zero far away.

In `charges_eq_zero`, `Function.Injective y` says that the sites are distinct, and `Function.Injective x` says the same of the probes. The hypotheses `hyR` and `hxR` place the sites at or below `R` and the probes strictly above it. `hV` is the vanishing of the potential at each probe, and the conclusion is that every `q i` is zero. Distinct sites are needed because opposite charges at the same point cancel everywhere.

`card_exterior_zeros_lt` takes any finite set `s` of zeros beyond `R` and bounds its size by `s.card < N`. `existsUnique_charges` states that exactly one `q` produces the prescribed values `v`. `exists_invisible_of_fewer_probes` shows that fewer than $N$ probes never suffice. It places no condition on the positions; if a probe coincides with a site, Lean's convention $q/0=0$ removes that term, so the physical reading needs probes away from the sites.

`two_zeros_not_exterior` shows why the position of the probes matters. Charges $1$ and $-2$ at $0$ and $2$ give zero potential at both $2/3$ and $-2$: two distinct zeros for two non-zero charges. Neither point lies to the right of both charges. At $2/3$, between them, only one of the two differences $x-y_i$ is negative, so the potential no longer has the numerator $P$.

In projector augmented-wave methods, compensation charges are added inside each atomic sphere so that, together with the smooth density, they give the right electrostatic potential outside it; `existsUnique_charges` is a much simplified relative of that problem, with point charges on a line and the potential matched at only $N$ points of that line. The theorems do not treat continuous charge distributions, charges off the axis or probes off the axis. They also concern exact zeros: they give no bound on the charges when the potential at the probes is merely small, so they say nothing about how stable a numerical fit would be.

## How the proof follows the calculation

`numerator` is the polynomial $P$; the index set `Finset.univ.erase i` expresses $j\neq i$. Three lemmas record its properties.

`numerator_eval_exterior` proves $P(x)=V(x)\prod_j(x-y_j)$ when $x$ lies to the right of all sites. It distributes the product over the sum and compares the terms one by one. `abs_of_pos` removes the absolute value, `Finset.mul_prod_erase` splits off the factor $x-y_i$, and `field_simp` cancels it against the denominator.

`numerator_eval_source` proves the formula for $P(y_i)$. `Finset.sum_eq_single i` reduces the sum to its surviving term, and `Finset.prod_eq_zero` disposes of the others by finding the zero factor in each.

`numerator_natDegree_lt` bounds the degree by $N-1$ term by term. It assumes `0 < N` because Lean assigns the zero polynomial `natDegree` zero, which is not below $N$ when $N=0$. In the main theorem this assumption comes for free, since an index `i` has already been chosen.

`charges_eq_zero` combines the three. The Mathlib lemma `eq_zero_of_natDegree_lt_card_of_eval_eq_zero` turns $N$ distinct zeros and degree below $N$ into `numerator q y = 0`. Evaluating at `y i` then leaves a product equal to zero, and `Finset.prod_ne_zero_iff` with the injectivity of `y` shows that the vanishing factor must be `q i`.

For `card_exterior_zeros_lt`, the proof supposes that there are at least $N$ zeros, selects a subset `t` of exactly $N$, lists it in increasing order with `orderEmbOfFin`, and applies the main theorem to that list.

The last two general results use `sampling`, the linear map from charges to probe potentials. In `existsUnique_charges`, the main theorem shows that its kernel is trivial, and `LinearMap.injective_iff_surjective` supplies existence because both spaces have dimension $N$. In `exists_invisible_of_fewer_probes`, the absence of an invisible set would make the map injective, and comparing dimensions would give $N\le M$, against `hMN`. The numerical example is settled by computing its four distances and adding the fractions.
